# Summed arc weights number the walks of a layered step graph in lexical order

In a layered graph with a single tail and at most four steps down from each row, all with different labels, the $x(v)$ walks from a row $v$ to the tail are numbered $0,\dots,x(v)-1$, each once and in lexical order, by the sum of their arc weights. The weight of an arc leaving a row is the number of walks from that row whose first label is smaller.

In Lean 4 with Mathlib:

```lean
import Mathlib

open Finset

namespace LexicalWalkIndexing

/-- A layered graph of rows with a single tail at level zero; each of four step labels
leads from a row to at most one row of the next lower level. -/
structure StepGraph where
  Row : ℕ → Type
  tail : Row 0
  eq_tail : ∀ v : Row 0, v = tail
  step {n : ℕ} : Row (n + 1) → Fin 4 → Option (Row n)

/-- A list of step labels is a walk from `v` if following it downwards ends at the tail. -/
def StepGraph.IsWalk (G : StepGraph) : {n : ℕ} → G.Row n → List (Fin 4) → Prop
  | 0, v, s => v = G.tail ∧ s = []
  | _ + 1, _, [] => False
  | _ + 1, v, d :: s => ∃ w, G.step v d = some w ∧ G.IsWalk w s

/-- The counter `x(v)`: one at the tail, and otherwise the sum, over the four labels, of the counter
of the row reached by that label, or zero if there is none. -/
def StepGraph.count (G : StepGraph) : {n : ℕ} → G.Row n → ℕ
  | 0, _ => 1
  | _ + 1, v => ∑ d : Fin 4, (G.step v d).elim 0 (fun w => G.count w)

/-- The counter of the child reached from `v` by step `d`, or zero if there is none. -/
def StepGraph.childCount (G : StepGraph) {n : ℕ} (v : G.Row (n + 1)) (d : Fin 4) : ℕ :=
  (G.step v d).elim 0 (fun w => G.count w)

/-- The arc weight `y(v,d)`: the sum of `childCount v e` over all labels `e` smaller than `d`. -/
def StepGraph.weight (G : StepGraph) {n : ℕ} (v : G.Row (n + 1)) (d : Fin 4) : ℕ :=
  ∑ e ∈ Finset.Iio d, G.childCount v e

/-- The index of a walk: the sum of the weights of its arcs. -/
def StepGraph.index (G : StepGraph) : {n : ℕ} → G.Row n → List (Fin 4) → ℕ
  | 0, _, _ => 0
  | _ + 1, _, [] => 0
  | _ + 1, v, d :: s => G.weight v d + (G.step v d).elim 0 (fun w => G.index w s)

variable {G : StepGraph}

/-- Along an existing arc, the index is the arc weight plus the index of the remaining walk,
and the child counter is the counter of the row reached. -/
theorem index_cons {n : ℕ} {v : G.Row (n + 1)} {d : Fin 4} {w : G.Row n}
    (h : G.step v d = some w) (s : List (Fin 4)) :
    G.index v (d :: s) = G.weight v d + G.index w s ∧ G.childCount v d = G.count w := by
  constructor
  · simp [StepGraph.index, h]
  · simp [StepGraph.childCount, h]

/-- The index intervals belonging to different first steps are ordered by the step label,
and all of them end at or below the counter of the row. -/
theorem weight_add_childCount_le {n : ℕ} (v : G.Row (n + 1)) (d : Fin 4) :
    (∀ e, d < e → G.weight v d + G.childCount v d ≤ G.weight v e) ∧
      G.weight v d + G.childCount v d ≤ G.count v := by
  have key : G.weight v d + G.childCount v d
      = ∑ e ∈ insert d (Finset.Iio d), G.childCount v e := by
    rw [Finset.sum_insert (by simp), add_comm]
    rfl
  rw [key]
  constructor
  · intro e h
    refine Finset.sum_le_sum_of_subset (fun x hx => ?_)
    simp only [Finset.mem_insert, Finset.mem_Iio] at hx ⊢
    rcases hx with hx | hx
    · rw [hx]
      exact h
    · exact hx.trans h
  · exact Finset.sum_le_sum_of_subset (Finset.subset_univ _)

/-- Every number below the counter of a row lies in the index interval of some first step. -/
theorem exists_first_step {n : ℕ} (v : G.Row (n + 1)) (k : ℕ) (hk : k < G.count v) :
    ∃ d, G.weight v d ≤ k ∧ k < G.weight v d + G.childCount v d := by
  have hc : G.count v = ∑ d : Fin 4, G.childCount v d := rfl
  rw [hc, Fin.sum_univ_four] at hk
  -- the four arc weights are the partial sums of the child counters
  have h0 : G.weight v 0 = 0 := by
    rw [StepGraph.weight, show Finset.Iio (0 : Fin 4) = ∅ by decide]
    simp
  have h1 : G.weight v 1 = G.childCount v 0 := by
    rw [StepGraph.weight, show Finset.Iio (1 : Fin 4) = {0} by decide]
    simp
  have h2 : G.weight v 2 = G.childCount v 0 + G.childCount v 1 := by
    rw [StepGraph.weight, show Finset.Iio (2 : Fin 4) = {0, 1} by decide]
    simp
  have h3 : G.weight v 3 = G.childCount v 0 + (G.childCount v 1 + G.childCount v 2) := by
    rw [StepGraph.weight, show Finset.Iio (3 : Fin 4) = {0, 1, 2} by decide,
      Finset.sum_insert (by decide), Finset.sum_pair (by decide)]
  by_cases c0 : k < G.weight v 1
  · exact ⟨0, by omega, by omega⟩
  by_cases c1 : k < G.weight v 2
  · exact ⟨1, by omega, by omega⟩
  by_cases c2 : k < G.weight v 3
  · exact ⟨2, by omega, by omega⟩
  · exact ⟨3, by omega, by omega⟩

/-- The index of a walk is smaller than the counter of the row where it starts. -/
theorem index_lt_count : ∀ {n : ℕ} (v : G.Row n) (s : List (Fin 4)),
    G.IsWalk v s → G.index v s < G.count v
  | 0, _, _, _ => by simp [StepGraph.index, StepGraph.count]
  | _ + 1, _, [], h => False.elim h
  | _ + 1, v, d :: s, h => by
    obtain ⟨w, hw, hs⟩ := h
    have h1 := index_lt_count w s hs
    have h2 := (weight_add_childCount_le v d).2
    obtain ⟨h3, h4⟩ := index_cons hw s
    omega

/-- Of two walks from the same row, the lexically earlier one has the smaller index. -/
theorem index_lt_index : ∀ {n : ℕ} (v : G.Row n) (s t : List (Fin 4)),
    G.IsWalk v s → G.IsWalk v t → s < t → G.index v s < G.index v t
  | 0, _, s, t, hs, ht, hst => by
    have h1 : s = [] := hs.2
    have h2 : t = [] := ht.2
    rw [h1, h2] at hst
    exact (lt_irrefl _ hst).elim
  | _ + 1, _, [], _, hs, _, _ => False.elim hs
  | _ + 1, _, _ :: _, [], _, ht, _ => False.elim ht
  | _ + 1, v, d :: s, e :: t, hs, ht, hst => by
    obtain ⟨w, hw, hs⟩ := hs
    obtain ⟨u, hu, ht⟩ := ht
    obtain ⟨a1, a2⟩ := index_cons hw s
    obtain ⟨b1, _⟩ := index_cons hu t
    rcases List.cons_lt_cons_iff.mp hst with hde | ⟨hde, hst'⟩
    · -- different first steps: the index intervals are disjoint and ordered
      have h1 := index_lt_count w s hs
      have h2 := (weight_add_childCount_le v d).1 e hde
      omega
    · -- same first step: compare the remaining walks
      subst hde
      obtain rfl : w = u := Option.some.inj (hw.symm.trans hu)
      have h1 := index_lt_index w s t hs ht hst'
      omega

/-- Every number below the counter of a row is the index of some walk from that row. -/
theorem exists_walk : ∀ {n : ℕ} (v : G.Row n) (k : ℕ), k < G.count v →
    ∃ s, G.IsWalk v s ∧ G.index v s = k
  | 0, v, k, h => by
    have h' : k < 1 := h
    exact ⟨[], ⟨G.eq_tail v, rfl⟩, by simp only [StepGraph.index]; omega⟩
  | _ + 1, v, k, h => by
    obtain ⟨d, h1, h2⟩ := exists_first_step v k h
    cases hw : G.step v d with
    | none =>
      have h3 : G.childCount v d = 0 := by simp [StepGraph.childCount, hw]
      omega
    | some w =>
      have h3 := (index_cons hw []).2
      -- subtract the arc weight and decode the remainder one level lower
      obtain ⟨s, hs, hi⟩ := exists_walk w (k - G.weight v d) (by omega)
      have h4 := (index_cons hw s).1
      exact ⟨d :: s, ⟨w, hw, hs⟩, by omega⟩

/-- Summing arc weights maps the walks from `v` to the tail bijectively onto
`{0, ..., x(v) - 1}`, and strictly monotonically in lexical order. -/
theorem lexical_indexing {n : ℕ} (v : G.Row n) :
    Set.BijOn (G.index v) {s | G.IsWalk v s} (Set.Iio (G.count v)) ∧
      StrictMonoOn (G.index v) {s | G.IsWalk v s} := by
  have hm : StrictMonoOn (G.index v) {s | G.IsWalk v s} :=
    fun s hs t ht h => index_lt_index v s t hs ht h
  exact ⟨⟨fun s hs => index_lt_count v s hs, hm.injOn, fun k hk => exists_walk v k hk⟩, hm⟩

/-- The counter `x(v)` is the number of walks from `v` to the tail. -/
theorem ncard_walks {n : ℕ} (v : G.Row n) : {s | G.IsWalk v s}.ncard = G.count v := by
  have h := (lexical_indexing v).1
  rw [← Set.InjOn.ncard_image h.injOn, h.image_eq, Set.ncard_eq_toFinset_card']
  simp

/-- The index of a walk is the number of walks from the same row that precede it lexically. -/
theorem index_eq_ncard_preceding {n : ℕ} (v : G.Row n) (s : List (Fin 4))
    (hs : G.IsWalk v s) : {t | G.IsWalk v t ∧ t < s}.ncard = G.index v s := by
  obtain ⟨hb, hm⟩ := lexical_indexing v
  have himg : G.index v '' {t | G.IsWalk v t ∧ t < s} = Set.Iio (G.index v s) := by
    ext k
    constructor
    · rintro ⟨t, ⟨ht, hts⟩, rfl⟩
      exact hm ht hs hts
    · intro hk
      obtain ⟨t, ht, rfl⟩ := exists_walk v k (lt_trans hk (index_lt_count v s hs))
      exact ⟨t, ⟨ht, (hm.lt_iff_lt ht hs).mp hk⟩, rfl⟩
  rw [← Set.InjOn.ncard_image (hb.injOn.mono (fun t ht => ht.1)), himg,
    Set.ncard_eq_toFinset_card']
  simp

/-- Electrons placed in an orbital by each step: empty, spin up, spin down, doubly occupied. -/
def occupation : Fin 4 → ℕ := ![0, 1, 1, 2]

/-- The graph of orbital occupations: a row of level `n` records how many electrons
remain for `n` orbitals. -/
def occupationGraph : StepGraph where
  Row n := {N : ℕ // N ≤ 2 * n}
  tail := ⟨0, Nat.zero_le _⟩
  eq_tail := by
    rintro ⟨N, h⟩
    exact Subtype.ext (Nat.le_zero.mp h)
  step := fun {n} v d =>
    if h : occupation d ≤ v.1 ∧ v.1 - occupation d ≤ 2 * n then
      some ⟨v.1 - occupation d, h.2⟩ else none

/-- The row with two electrons in two orbitals. -/
def twoInTwo : occupationGraph.Row 2 := (⟨2, by norm_num⟩ : {N : ℕ // N ≤ 2 * 2})

/-- Two electrons in two orbitals have counter six, and the step list `[2, 1]` has index
three. -/
theorem occupationGraph_witness :
    occupationGraph.count twoInTwo = 6 ∧ occupationGraph.index twoInTwo [2, 1] = 3 := by
  decide +kernel

end LexicalWalkIndexing
```

```lean
#print axioms LexicalWalkIndexing.lexical_indexing
#print axioms LexicalWalkIndexing.ncard_walks
#print axioms LexicalWalkIndexing.index_eq_ncard_preceding
```

```
'LexicalWalkIndexing.lexical_indexing' depends on axioms: [propext, Classical.choice, Quot.sound]
'LexicalWalkIndexing.ncard_walks' depends on axioms: [propext, Classical.choice, Quot.sound]
'LexicalWalkIndexing.index_eq_ncard_preceding' depends on axioms: [propext, Classical.choice, Quot.sound]
```

## Rows, walks and weights

A `StepGraph` has a type `Row n` of rows for each level $n$, with only the tail at level 0. From a row $v$ of level $n+1$, `step v d` is either the row of level $n$ reached by the label $d\in\{0,1,2,3\}$ or `none`. A level may contain infinitely many rows, since each row has at most four children and every count below it is finite.

A walk is the list of its labels, read from $v$ downwards; `IsWalk` requires that every step exists and that the list ends exactly at the tail. All walks from $v$ therefore have the same length, and they are compared at the first label where they differ.

Write $c_d(v)$ for the counter of the child reached by $d$, or zero if there is none (`childCount`). The counter, the arc weight and the index of a walk that starts with $d$, reaches $w$ and continues with $s$ are

$$x(v)=\sum_{d} c_d(v),\qquad y(v,d)=\sum_{e<d}c_e(v),\qquad I_v(d\,s)=y(v,d)+I_w(s),$$

with $x=1$ and $I=0$ at the tail. In `lexical_indexing`, `Set.BijOn` states that $I_v$ maps the walks bijectively onto the numbers below $x(v)$, and `StrictMonoOn` that a lexically earlier walk has a smaller index.

## Electrons in orbitals

In the unitary group approach, each level above the tail stands for an orbital and each label for one of four ways of occupying and spin-coupling it, so that a walk specifies a many-electron basis function. The index can then serve as the address of its coefficient in a configuration-interaction vector for a finite orbital set; the indexing does not by itself compute Hamiltonian matrix elements.

The example `occupationGraph` uses the labels for empty, spin up, spin down and doubly occupied. Its rows record only the number of electrons left, so its walks are determinants with fixed electron number but unrestricted spin projection. A spin-adapted graph, whose rows also keep track of total spin, would have to be supplied as a different `StepGraph`.

For two electrons in two orbitals, the children for labels $0,1,2,3$ have counters $1,2,2,1$, which gives $x=6$. The walk $(2,1)$ has index $(1+2)+0=3$, and the three walks before it are $(0,3)$, $(1,1)$ and $(1,2)$. The counter and the index are evaluated by `decide +kernel`.

## Intervals stacked by first label

Walks that start with $d$ receive indices in the interval from $y(v,d)$ up to, but not including, $y(v,d)+c_d(v)$. Its upper end is a partial sum of non-negative terms, so for $d<e$

$$y(v,d)+c_d(v)=\sum_{f\le d}c_f(v)\le y(v,e),\qquad y(v,d)+c_d(v)\le x(v).$$

This is `weight_add_childCount_le`, proved by inclusion of the summation sets. The range, order and decoding statements below are then proved by induction on the level, with `omega` doing the integer arithmetic.

**Range.** At the tail, $0<1$. Above it, $I_w(s)<x(w)=c_d(v)$ gives $I_v(d\,s)<y(v,d)+c_d(v)\le x(v)$, which is `index_lt_count`.

**Order.** If two walks start with $d<e$, the first index lies below $y(v,e)$ and the second does not. If they share the first label, they reach the same row, and the induction hypothesis compares the remainders. This is `index_lt_index`, and it also makes the map injective.

**Decoding.** The four intervals fill $\{0,\dots,x(v)-1\}$ without gaps, so `exists_first_step` finds a label $d$ with $y(v,d)\le k<y(v,d)+c_d(v)$ for any $k<x(v)$. That interval is non-empty, so the child $w$ exists. Since $k-y(v,d)<x(w)$, `exists_walk` decodes this remainder one level lower; at the tail only $k=0$ is left, and the empty walk has that index.

The bijection shows that the recursively defined $x(v)$ is the number of walks (`ncard_walks`). By monotonicity, the walks before $s$ are mapped exactly onto the numbers below $I_v(s)$, so the index counts the walks that precede $s$ (`index_eq_ncard_preceding`).
